# Mean and variance of the first-order hyperfine shift for uniformly weighted nuclear spin configurations

Q: An F-centre is an electron trapped at an anion vacancy of an ionic crystal. Its wave function spreads over the surrounding ions, so its spin couples to many nuclei at once, and the EPR line is the envelope of a large number of hyperfine components. The second moment of that envelope is said to be \(\sum_k a_k^2 I_k(I_k+1)/3\), where nucleus \(k\) has spin \(I_k\) and hyperfine coupling \(a_k\). You tell me this is proved in Lean, but the file contains no Hamiltonian, no magnetic field and no line shape. What has been proved?

A: A statement about the positions of the components, under two assumptions: the shift is first order in the couplings, and all nuclear configurations carry equal weight. Take a field \(B\) along \(z\), the electron g-factor \(g\), the Bohr magneton \(\mu_B\), and keep the secular part of the hyperfine interaction:
\[
H = g\mu_B B\, S_z + \sum_k a_k\, S_z I_{k,z} .
\]
Here \(S_z\) and \(I_{k,z}\) are the \(z\) components of the electron spin and of the spin of nucleus \(k\), and \(a_k\) is the \(zz\) component of the hyperfine tensor of that nucleus, which for an isotropic interaction is the isotropic coupling constant. This \(H\) is diagonal in the product states labelled by \(m_S=\pm\tfrac12\) and by the projections \(m_k\in\{-I_k,\dots,I_k\}\). An allowed transition flips the electron and leaves every \(m_k\) unchanged, so its energy is \(g\mu_B B+\Delta\) with
\[
\Delta = \sum_k a_k m_k .
\]
A nuclear Zeeman term along \(z\) cancels in this difference. Each configuration \(c=(m_k)_k\) gives one component at shift \(\Delta(c)\). Equal weight stands for unpolarised nuclei, the limit in which the thermal energy far exceeds the nuclear level splittings. The formula for \(\Delta\) and the equal weights enter the file as definitions. The theorems start from there.

Q: Then do the rest by hand first, so that I know what to look for.

A: Write \(\langle\cdot\rangle\) for the uniform average. For a single spin \(I\), put \(m=j-I\) with \(j=0,\dots,2I\). For any real \(x\) and natural number \(N\),
\[
\sum_{j=0}^{N-1}(j-x)=\frac{N(N-1)}{2}-Nx ,
\]
\[
\sum_{j=0}^{N-1}(j-x)^2=\frac{N(N-1)(2N-1)}{6}-xN(N-1)+Nx^2 .
\]
Set \(N=2I+1\) and \(x=I\). The first sum is \((2I+1)I-(2I+1)I=0\). The second is
\[
(2I+1)\left[\frac{I(4I+1)}{3}-2I^2+I^2\right]=(2I+1)\,\frac{I(I+1)}{3}.
\]
Dividing by \(2I+1\) gives \(\langle m\rangle=0\) and \(\langle m^2\rangle=I(I+1)/3\). For \(I=\tfrac12\) this is \(\tfrac14\), and for \(I=\tfrac32\) it is \(\tfrac54\), the average of \(\tfrac94,\tfrac14,\tfrac14,\tfrac94\).

For many nuclei, let \(f_k\) be any function of the index \(j_k\) of nucleus \(k\). Multiplying out a product of sums gives \(\sum_c\prod_k f_k(j_k)=\prod_k\sum_j f_k(j)\), and the number of configurations is \(\prod_k(2I_k+1)\). Hence \(\langle\prod_k f_k\rangle=\prod_k\langle f_k\rangle\). Setting all factors but one equal to \(1\) shows that a function of \(m_k\) alone averages as for an isolated spin. Setting all but two equal to \(1\) gives \(\langle m_km_l\rangle=\langle m_k\rangle\langle m_l\rangle=0\) for \(k\ne l\). So \(\langle m_km_l\rangle=\delta_{kl}\,I_k(I_k+1)/3\), with \(\delta_{kl}\) the Kronecker delta. By linearity \(\langle\Delta\rangle=\sum_k a_k\langle m_k\rangle=0\), and
\[
\langle(\Delta-\langle\Delta\rangle)^2\rangle=\sum_{k}\sum_l a_ka_l\langle m_km_l\rangle=\sum_k a_k^2\,\frac{I_k(I_k+1)}{3}.
\]

Q: Half-integers are awkward as summation indices. How does the file represent a spin without losing a state or adding one?

A: By the natural number \(n=2I\). The definition `spin n` returns the real number \(n/2\), so \(n=1,2,3\) are \(I=\tfrac12,1,\tfrac32\); integer spins are included, and so is \(I=0\).

```lean
import Mathlib

open Finset

namespace FCentreSecondMoment

noncomputable section

/-- The nuclear spin `I = n / 2` for a natural number `n = 2 I`. -/
def spin (n : ℕ) : ℝ := (n : ℝ) / 2
```

The type `Fin (n + 1)` has the elements \(j=0,\dots,n\), which are \(2I+1\) in number, and `proj n j` is \(m=j-I\). It starts at \(-I\) for \(j=0\), rises in unit steps, and ends at \(n-n/2=I\). Spin is measured in units of \(\hbar\).

```lean
/-- The projection `m = j - I` for `j = 0, …, 2 I`, running over `-I, …, I` in unit steps. -/
def proj (n : ℕ) (j : Fin (n + 1)) : ℝ := ((j : ℕ) : ℝ) - spin n
```

Q: The nuclei have different spins, so the number of choices varies from site to site.

A: That is why a configuration is a dependent function. The type `ι` labels the nuclei, `n k` is \(2I_k\), and an element `c` of `Config n` assigns to each `k` a value `c k` in `Fin (n k + 1)`. No constraint links the choices at different sites.

```lean
/-- A nuclear configuration: one of the `2 I_k + 1` projections for each nucleus `k`. -/
abbrev Config {ι : Type*} (n : ι → ℕ) := (k : ι) → Fin (n k + 1)
```

The average is the sum over all states divided by their number, and the variance is the average squared deviation from that mean.

```lean
/-- The uniform average of a quantity over a finite set of states. -/
def mean {α : Type*} [Fintype α] (F : α → ℝ) : ℝ := (∑ x, F x) / (Fintype.card α : ℝ)

/-- The variance: the uniform average of the squared deviation from the mean. -/
def variance {α : Type*} [Fintype α] (F : α → ℝ) : ℝ := mean (fun x => (F x - mean F) ^ 2)
```

The divisor in `mean` would be zero for an empty set of states, but every nucleus has at least one projection, so a configuration always exists; with no nuclei at all there is exactly one, the empty configuration, with shift zero. The shift is \(\Delta\), with `a k` an arbitrary real number of either sign.

```lean
/-- The hyperfine shift `∑ a_k m_k` of a nuclear configuration. -/
def shift {ι : Type*} [Fintype ι] (n : ι → ℕ) (a : ι → ℝ) (c : Config n) : ℝ :=
  ∑ k, a k * proj (n k) (c k)
```

Q: A spectrum has intensities. Many configurations give the same shift, and I see no degeneracy factors.

A: They are contained in the sum over configurations. A shift reached by \(d\) configurations appears \(d\) times in `∑ x, F x`, so `variance (shift n a)` is the second central moment of the stick spectrum, normalised to unit total intensity, in which every allowed transition has the same strength. For two spins \(\tfrac12\) with common coupling \(a\) the four configurations give \(-a,0,0,a\), the 1:2:1 triplet, with variance \(a^2/2\), in agreement with \(2\cdot a^2\cdot\tfrac14\). In operator language the uniform average of a function of the \(I_{k,z}\) is its trace over the nuclear product space divided by the dimension; the file works with the eigenvalues directly and defines no operators. The variance has the units of \(a_k^2\). For a field-swept line at fixed frequency the components lie at \(-\Delta/(g\mu_B)\) from the centre, which amounts to rescaling all couplings.

Q: Show me that the proof follows your derivation. The one-spin averages first.

A: In `mean_proj` the statement `h` is the first closed form, for arbitrary \(x\) and \(N\). The induction step peels off the last term with `sum_range_succ`, inserts the hypothesis, and leaves a polynomial identity to `ring`. Then `hs` turns the sum over `Fin (n + 1)` into a sum over `range (n + 1)` and substitutes \(N=n+1\), \(x=n/2\), which gives zero.

```lean
/-- For one spin the average projection vanishes. -/
theorem mean_proj (n : ℕ) : mean (fun j => proj n j) = 0 := by
  have h : ∀ (x : ℝ) (N : ℕ), ∑ j ∈ range N, ((j : ℝ) - x) = N * (N - 1) / 2 - N * x := by
    intro x N
    induction N with
    | zero => simp
    | succ N ih => rw [sum_range_succ, ih]; push_cast; ring
  have hs : ∑ j : Fin (n + 1), proj n j = 0 := by
    unfold proj
    rw [Fin.sum_univ_eq_sum_range (fun j : ℕ => (j : ℝ) - spin n) (n + 1), h]
    unfold spin
    push_cast
    ring
  unfold mean
  rw [hs, zero_div]
```

The lemma `mean_proj_sq` has the same structure with the second closed form. Here `hs` states that the sum of \(m^2\) is \((n+1)\,I(I+1)/3\), and the last line cancels \(n+1=2I+1\) against the number of states.

```lean
/-- For one spin `I` the average of `m²` is `I (I + 1) / 3`. -/
theorem mean_proj_sq (n : ℕ) :
    mean (fun j => proj n j ^ 2) = spin n * (spin n + 1) / 3 := by
  have h : ∀ (x : ℝ) (N : ℕ), ∑ j ∈ range N, ((j : ℝ) - x) ^ 2
      = N * (N - 1) * (2 * N - 1) / 6 - x * N * (N - 1) + N * x ^ 2 := by
    intro x N
    induction N with
    | zero => simp
    | succ N ih => rw [sum_range_succ, ih]; push_cast; ring
  have hs : ∑ j : Fin (n + 1), proj n j ^ 2
      = ((n : ℝ) + 1) * (spin n * (spin n + 1) / 3) := by
    unfold proj
    rw [Fin.sum_univ_eq_sum_range (fun j : ℕ => ((j : ℝ) - spin n) ^ 2) (n + 1), h]
    unfold spin
    push_cast
    ring
  have hn : (n : ℝ) + 1 ≠ 0 := by positivity
  unfold mean
  rw [hs, Fintype.card_fin, Nat.cast_add, Nat.cast_one, mul_div_cancel_left₀ _ hn]
```

Linearity is `mean_sum`: for coefficients \(a_k\) and quantities \(F_k\), \(\langle\sum_k a_kF_k\rangle=\sum_k a_k\langle F_k\rangle\). The proof exchanges the sum over states with the sum over \(k\) by `Finset.sum_comm` and pulls out the coefficient.

```lean
/-- The uniform average is linear in finite linear combinations. -/
theorem mean_sum {α κ : Type*} [Fintype α] [Fintype κ] (a : κ → ℝ) (F : κ → α → ℝ) :
    mean (fun x => ∑ k, a k * F k x) = ∑ k, a k * mean (F k) := by
  unfold mean
  rw [Finset.sum_comm, Finset.sum_div]
  refine Finset.sum_congr rfl fun k _ => ?_
  rw [← Finset.mul_sum, mul_div_assoc]
```

Q: The whole argument rests on the nuclei being statistically independent. I expected that as a hypothesis and cannot find it.

A: It is a consequence of weighting the full product set uniformly, and `mean_prod` proves it. Its `h` is the identity \(\sum_c\prod_k f_k=\prod_k\sum_j f_k\), obtained from `Finset.prod_univ_sum`. Its `hc` counts the configurations as \(\prod_k(2I_k+1)\) by `Fintype.card_pi`. The quotient of the two products is the product of the quotients.

```lean
variable {ι : Type*} [Fintype ι] [DecidableEq ι]

/-- The configuration average of a product of one-nucleus quantities is the product of the
one-nucleus averages. -/
theorem mean_prod (n : ι → ℕ) (f : (k : ι) → Fin (n k + 1) → ℝ) :
    mean (fun c : Config n => ∏ k, f k (c k)) = ∏ k, mean (f k) := by
  have h : ∑ c : Config n, ∏ k, f k (c k) = ∏ k, ∑ j, f k j := by
    rw [Finset.prod_univ_sum]
    simp
  have hc : (Fintype.card (Config n) : ℝ) = ∏ k, (Fintype.card (Fin (n k + 1)) : ℝ) := by
    rw [Fintype.card_pi, Nat.cast_prod]
  unfold mean
  rw [h, hc, Finset.prod_div_distrib]
```

Physically, then, independence is assumed through the definitions of `Config` and `mean`, and the assumption matters. If the two spins \(\tfrac12\) of the triplet were locked parallel, with only the shifts \(\pm a\) occurring, each projection would still be uniformly distributed, but the variance would be \(a^2\) in place of \(a^2/2\).

The lemma `mean_marginal` concerns any real function of \(m_k\), called `g` in the code and unrelated to the g-factor. It applies `mean_prod` with that function at site `k` and the constant \(1\) elsewhere. On the left `Finset.prod_ite_eq'` collapses the product to the single factor; on the right `Finset.prod_eq_single k` keeps the factor of nucleus `k`, since the average of \(1\) is \(1\) at every other site.

```lean
/-- The configuration average of a function of `m_k` alone is its average over the
`2 I_k + 1` projections of nucleus `k`. -/
theorem mean_marginal (n : ι → ℕ) (g : ℝ → ℝ) (k : ι) :
    mean (fun c : Config n => g (proj (n k) (c k))) = mean (fun j => g (proj (n k) j)) := by
  -- insert the factor 1 for every other nucleus
  have h := mean_prod n (fun i j => if i = k then g (proj (n i) j) else 1)
  simp only [Finset.prod_ite_eq', Finset.mem_univ, if_true] at h
  rw [h, Finset.prod_eq_single k]
  · simp
  · intro i _ hi
    simp only [if_neg hi]
    unfold mean
    rw [Finset.sum_const, Finset.card_univ, nsmul_eq_mul, mul_one, div_self]
    exact Nat.cast_ne_zero.mpr Fintype.card_ne_zero
  · simp
```

The lemma `correlation` writes \(\delta_{kl}\) as `if k = l`. For \(k=l\) the product is \(m_k^2\), and `mean_marginal` with the square function reduces it to `mean_proj_sq`. For \(k\ne l\) the factor at site \(i\) is \(m_k\) if \(i=k\), \(m_l\) if \(i=l\), and \(1\) otherwise. The average factorises, the factor at site `k` is `mean_proj (n k)`, which is zero, and `Finset.prod_eq_zero` annihilates the product.

```lean
/-- The correlation `⟨m_k m_l⟩` is `I_k (I_k + 1) / 3` for `k = l` and zero otherwise. -/
theorem correlation (n : ι → ℕ) (k l : ι) :
    mean (fun c : Config n => proj (n k) (c k) * proj (n l) (c l))
      = if k = l then spin (n k) * (spin (n k) + 1) / 3 else 0 := by
  by_cases hkl : k = l
  · subst hkl
    rw [if_pos rfl, ← mean_proj_sq, ← mean_marginal n (fun x => x ^ 2) k]
    simp only [sq]
  · have h := mean_prod n (fun i j =>
      (if i = k then proj (n i) j else 1) * (if i = l then proj (n i) j else 1))
    simp only [Finset.prod_mul_distrib, Finset.prod_ite_eq', Finset.mem_univ, if_true] at h
    rw [h, if_neg hkl]
    -- the factor of nucleus `k` is its mean projection, which vanishes
    refine Finset.prod_eq_zero (Finset.mem_univ k) ?_
    simpa [hkl] using mean_proj (n k)
```

Q: Read me the main theorem in words, with everything that it assumes.

A: For any finite set of nuclei `ι`, any spins \(I_k=n_k/2\), where \(n_k\) is the natural number `n k`, and any real couplings \(a_k\), the uniform average of \(\Delta\) over all configurations is \(0\) and its variance is \(\sum_k a_k^2 I_k(I_k+1)/3\). There are no further hypotheses.

```lean
/-- Averaged uniformly over all configurations, the shift `∑ a_k m_k` has mean zero and
variance `∑ a_k² I_k (I_k + 1) / 3`. -/
theorem shift_mean_variance (n : ι → ℕ) (a : ι → ℝ) :
    mean (shift n a) = 0 ∧
      variance (shift n a) = ∑ k, a k ^ 2 * (spin (n k) * (spin (n k) + 1) / 3) := by
  have h0 : mean (shift n a) = 0 := by
    calc mean (shift n a) = ∑ k, a k * mean (fun c : Config n => proj (n k) (c k)) :=
          mean_sum a (fun k (c : Config n) => proj (n k) (c k))
      _ = 0 := by
          refine Finset.sum_eq_zero fun k _ => ?_
          have h : mean (fun c : Config n => proj (n k) (c k)) = 0 :=
            (mean_marginal n (fun x => x) k).trans (mean_proj (n k))
          rw [h, mul_zero]
  refine ⟨h0, ?_⟩
  -- expand the square into a double sum over nuclei
  have hsq : ∀ c : Config n, (shift n a c - 0) ^ 2
      = ∑ k, a k * ∑ l, a l * (proj (n k) (c k) * proj (n l) (c l)) := by
    intro c
    unfold shift
    rw [sub_zero, sq, Finset.sum_mul_sum]
    refine Finset.sum_congr rfl fun k _ => ?_
    rw [Finset.mul_sum]
    refine Finset.sum_congr rfl fun l _ => ?_
    ring
  calc variance (shift n a)
      = mean (fun c : Config n =>
          ∑ k, a k * ∑ l, a l * (proj (n k) (c k) * proj (n l) (c l))) := by
        unfold variance
        rw [h0]
        exact congrArg mean (funext hsq)
    _ = ∑ k, a k * mean (fun c : Config n =>
          ∑ l, a l * (proj (n k) (c k) * proj (n l) (c l))) :=
        mean_sum a (fun k (c : Config n) => ∑ l, a l * (proj (n k) (c k) * proj (n l) (c l)))
    _ = _ := by
        refine Finset.sum_congr rfl fun k _ => ?_
        have h := mean_sum a (fun l (c : Config n) => proj (n k) (c k) * proj (n l) (c l))
        -- only the diagonal term survives
        simp only [correlation, mul_ite, mul_zero, Finset.sum_ite_eq, Finset.mem_univ,
          if_true] at h
        rw [h]
        ring
```

The step `h0` applies `mean_sum` and then sets each \(\langle m_k\rangle\) to zero through `mean_marginal` with the identity function. The step `hsq` expands the square for a fixed configuration with `Finset.sum_mul_sum`, arranged as \(\sum_k a_k\sum_l a_l\,m_km_l\) so that `mean_sum` fits twice, once for the sum over \(k\) and once for the sum over \(l\). After `correlation` is inserted, `Finset.sum_ite_eq` keeps the term \(l=k\), and `ring` collects \(a_k\cdot a_k\) into \(a_k^2\).

Q: A nucleus with \(I_k=0\) has no hyperfine interaction, so I expected the condition \(I_k>0\), and it is absent from the theorem. Either it was forgotten or it is idle.

A: The formula holds without it: a nucleus with \(I_k=0\) has the single projection \(0\) and contributes nothing to either side. Positivity is needed for a different statement, that zero width forces zero couplings. There it appears as `hn : ∀ k, 0 < n k`, meaning that every nucleus in the set has nonzero spin.

```lean
/-- If every spin is positive, the variance of the shift vanishes exactly when all couplings
vanish. -/
theorem variance_eq_zero_iff (n : ι → ℕ) (hn : ∀ k, 0 < n k) (a : ι → ℝ) :
    variance (shift n a) = 0 ↔ ∀ k, a k = 0 := by
  have hs : ∀ k, 0 < spin (n k) * (spin (n k) + 1) / 3 := by
    intro k
    have h : (0 : ℝ) < n k := Nat.cast_pos.mpr (hn k)
    unfold spin
    positivity
  rw [(shift_mean_variance n a).2,
    Finset.sum_eq_zero_iff_of_nonneg fun k _ => mul_nonneg (sq_nonneg _) (hs k).le]
  constructor
  · intro h k
    have h2 := (mul_eq_zero.mp (h k (Finset.mem_univ k))).resolve_right (hs k).ne'
    exact pow_eq_zero_iff (two_ne_zero) |>.mp h2
  · intro h k _
    rw [h k]
    ring
```

The step `hs` shows \(I_k(I_k+1)/3>0\). All terms of the sum are then non-negative, so by `Finset.sum_eq_zero_iff_of_nonneg` the sum vanishes exactly when each term does, and with the spin factor nonzero this means \(a_k^2=0\), that is \(a_k=0\). Without `hn` the implication from left to right fails already for one nucleus with \(n=0\) and \(a=1\): the only configuration has \(m=0\), the shift and its variance are zero, and the coupling is not. The implication from right to left survives, since vanishing couplings give \(\Delta=0\) for every configuration.

Q: I accept the arithmetic. How much of a measured F-centre line does it describe?

A: The hyperfine part of its second moment, within the model above. The reduction to the secular Hamiltonian is assumed, so second-order shifts, forbidden transitions and the tilting of nuclear quantisation axes by anisotropic coupling are not treated. Each site has one fixed spin and one fixed coupling, so a crystal with several isotopes requires an additional average over isotopic arrangements. The components are sharp, with no intrinsic width. The number of nuclei is finite, and no limit of an infinite lattice is taken. The theorems give two moments and say nothing about the shape of the envelope; a Gaussian form, and with it the conversion from second moment to peak-to-peak width that such a form implies, is a separate matter that this file leaves unproved.

Q: What is it good for, then?

A: For finitely many unpolarised, uncorrelated nuclei treated to first order, it turns couplings from an electronic-structure calculation of the defect into a second moment without enumerating the \(\prod_k(2I_k+1)\) components. The simplest case is one shell of equivalent nuclei. In `variance_equivalent_shell` the letter `N` counts nuclei, labelled by `Fin N`, all with the same `n` and the same `a`; the sum in the main theorem is then constant, and `Finset.sum_const` gives \(N a^2 I(I+1)/3\). The root-mean-square shift is \(|a|\sqrt{N I(I+1)/3}\), and \(N=0\) gives zero. For the six nearest neighbours of a vacancy in the rock-salt structure, taken with a common isotropic coupling and \(I=\tfrac32\), the variance is \(6\cdot\tfrac54\,a^2=\tfrac{15}{2}a^2\).

```lean
/-- For `N` equivalent nuclei with common spin `I` and coupling `a` the variance of the shift
is `N a² I (I + 1) / 3`. -/
theorem variance_equivalent_shell (N n : ℕ) (a : ℝ) :
    variance (shift (fun _ : Fin N => n) (fun _ => a))
      = N * (a ^ 2 * (spin n * (spin n + 1) / 3)) := by
  rw [(shift_mean_variance (fun _ : Fin N => n) (fun _ => a)).2, Finset.sum_const,
    Finset.card_univ, Fintype.card_fin, nsmul_eq_mul]

end

end FCentreSecondMoment
```

```lean
#print axioms FCentreSecondMoment.shift_mean_variance
-- 'FCentreSecondMoment.shift_mean_variance' depends on axioms: [propext, Classical.choice, Quot.sound]
#print axioms FCentreSecondMoment.variance_eq_zero_iff
-- 'FCentreSecondMoment.variance_eq_zero_iff' depends on axioms: [propext, Classical.choice, Quot.sound]
#print axioms FCentreSecondMoment.variance_equivalent_shell
-- 'FCentreSecondMoment.variance_equivalent_shell' depends on axioms: [propext, Classical.choice, Quot.sound]
```
